# Normalised Kramers pairs with the same span are related by SU(2), and a time-even Hamiltonian need not conserve $M_K$

A Kramers-restricted four-component calculation can store one spinor $\varphi$ from each doubly degenerate level and generate the other by applying the time-reversal operator $T$. The diagonaliser, however, returns some unit vector of the degenerate plane, and another run may return a different one. The stored spinor is then $\psi = a\varphi + bT\varphi$, with complex amplitudes $a$ and $b$, and one has to know whether $(\psi, T\psi)$ is as good a pair as $(\varphi, T\varphi)$, and how the two are related.

For an antiunitary $T$ with $T^2=-1$ and a unit vector $\varphi$, the answer is that a $2\times2$ matrix carries $(\varphi, T\varphi)$ to a normalised pair of the same kind exactly when it belongs to SU(2). A second question concerns the label $M_K$, which is $+\tfrac12$ for the spinors chosen as first members of their pairs and $-\tfrac12$ for their partners. Time-reversal symmetry of the Hamiltonian does not by itself conserve this label, as a $4\times4$ example shows.

## Orthogonality and the SU(2) freedom

Take the inner product linear in its second argument. Antiunitarity means that $T$ is conjugate-linear and $\langle Tx,Ty\rangle=\langle y,x\rangle$. Hence $\|T\varphi\|=\|\varphi\|=1$. Setting $x=\varphi$ and $y=T\varphi$ gives

$$\langle T\varphi,T^2\varphi\rangle=\langle T\varphi,\varphi\rangle .$$

Since $T^2\varphi=-\varphi$, the left side is $-\langle T\varphi,\varphi\rangle$. The overlap equals its own negative, so it vanishes and the pair is orthonormal.

With the cross terms gone, $\|a\varphi+bT\varphi\|^2=|a|^2+|b|^2$. Let this be 1. Conjugate-linearity gives

$$T\psi=\bar a\,T\varphi+\bar b\,T^2\varphi=\bar a\,T\varphi-\bar b\,\varphi ,$$

and $(\psi,T\psi)$ is orthonormal by the argument already used for $\varphi$. Writing the new pair in terms of the old one,

$$\begin{pmatrix}\psi\\T\psi\end{pmatrix}=\begin{pmatrix}a&b\\-\bar b&\bar a\end{pmatrix}\begin{pmatrix}\varphi\\T\varphi\end{pmatrix}.$$

The rows of this matrix are orthonormal and its determinant is $|a|^2+|b|^2=1$, so it lies in SU(2).

Every SU(2) matrix has this shape. Let its rows be $(a,b)$ and $(c,d)$. Unitarity gives $|a|^2+|b|^2=1$ and $c\bar a+d\bar b=0$, and the determinant condition is $ad-bc=1$. Therefore

$$c=c(a\bar a+b\bar b)=-\bar b(ad-bc)=-\bar b,\qquad d=d(a\bar a+b\bar b)=\bar a(ad-bc)=\bar a .$$

Conversely, suppose a matrix with these rows carries $(\varphi,T\varphi)$ to $(\psi,T\psi)$ with $\|\psi\|=1$. The norm formula gives $|a|^2+|b|^2=1$. Comparing $T\psi=c\varphi+dT\varphi$ with the expression for $T\psi$ found above gives $c=-\bar b$ and $d=\bar a$.

The condition $T^2=-1$ stands for half-integer total spin, as for one electron. Antiunitarity alone does not make the pair orthogonal: complex conjugation on $\mathbb C$ is antiunitary with $T^2=+1$, and $\varphi=1$ is then its own partner.

## A time-even coupling that changes $M_K$

Take two pairs and the ordered basis $(\varphi_1,\varphi_2,T\varphi_1,T\varphi_2)$, with components numbered from 0 to 3. Then

$$Tv=(-\bar v_2,-\bar v_3,\bar v_0,\bar v_1),\qquad Hv=(v_3,-v_2,-v_1,v_0)$$

define time reversal and a real symmetric Hamiltonian $H$. Applying them in either order gives

$$HTv=(\bar v_1,-\bar v_0,\bar v_3,-\bar v_2)=THv ,$$

so $H$ is time-even. Let $K=\tfrac12\,\mathrm{diag}(1,1,-1,-1)$ be the operator of $M_K$. The entry of $HK$ in row 0 and column 3 is $-\tfrac12$, while that of $KH$ is $+\tfrac12$, so the two do not commute.

In units with $\hbar=1$, $\tfrac{d}{dt}\langle K\rangle=i\langle[H,K]\rangle$. The operator $i[H,K]$ is Hermitian and non-zero, so some state has a non-zero rate of change and $M_K$ is not conserved. The formal theorem ends at the non-zero commutator and leaves this last inference to the Heisenberg equation.

## Time reversal as a conjugate-linear map

The space `E` is any complex inner product space; neither finite dimension nor completeness is assumed.

```lean
import Mathlib

open Matrix

namespace KramersPairs

noncomputable section

variable {E : Type*} [NormedAddCommGroup E] [InnerProductSpace ℂ E]
```

The type `E →ₛₗ[starRingEnd ℂ] E` makes `T` conjugate-linear. The structure adds the two remaining properties, and `inner ℂ x y` is linear in `y`, as in the derivation.

```lean
/-- Time reversal of a system with half-integer spin: a conjugate-linear map `T` that is
antiunitary and squares to `-1`. -/
structure IsTimeReversal (T : E →ₛₗ[starRingEnd ℂ] E) : Prop where
  inner_map : ∀ x y, inner ℂ (T x) (T y) = inner ℂ y x
  sq : ∀ x, T (T x) = -x
```

A Kramers pair is a family indexed by `Fin 2`, with $\varphi$ at index 0 and $T\varphi$ at index 1.

```lean
/-- The pair `(φ, T φ)` made of a vector `φ` and its image under a conjugate-linear map `T`. -/
def kramersPair (T : E →ₛₗ[starRingEnd ℂ] E) (φ : E) : Fin 2 → E := ![φ, T φ]
```

No Hamiltonian enters these definitions. Kramers' degeneracy is a statement about energy levels, whereas the pair theorems below concern vectors. To apply them to a computed level one also needs $T\varphi$ to belong to that level. This holds whenever the Fock operator commutes with $T$, a condition that the theorems do not check.

## Norms and orthonormality in Lean

The first lemma translates between real squared norms and the complex products $a\bar a+b\bar b$ that appear in the algebra. In the code `star` is complex conjugation when applied to a number and the conjugate transpose when applied to a matrix.

```lean
/-- For complex amplitudes `a` and `b`, the sum `a a* + b b*` is the real number
`|a|² + |b|²`. -/
theorem mul_star_add (a b : ℂ) :
    a * star a + b * star b = ((‖a‖ ^ 2 + ‖b‖ ^ 2 : ℝ) : ℂ) := by
  have h : ∀ z : ℂ, z * star z = ((‖z‖ ^ 2 : ℝ) : ℂ) := fun z => by
    rw [← Complex.normSq_eq_norm_sq]
    exact Complex.mul_conj z
  rw [h a, h b, Complex.ofReal_add]
```

Next comes orthonormality. The equation `h` is antiunitarity applied to $\varphi$ and $T\varphi$. After rewriting with `hT.sq` it says that the overlap equals its own negative, and `linear_combination` solves for zero. The final case split runs over the index pairs.

```lean
/-- If `T` is antiunitary with `T² = -1` and `φ` is a unit vector, then `φ` and `T φ` are
orthonormal. -/
theorem kramersPair_orthonormal {T : E →ₛₗ[starRingEnd ℂ] E} (hT : IsTimeReversal T)
    {φ : E} (hφ : ‖φ‖ = 1) : Orthonormal ℂ (kramersPair T φ) := by
  have hn : ‖T φ‖ = 1 := (norm_eq_sqrt_re_inner (𝕜 := ℂ) (T φ)).trans (by
    rw [hT.inner_map, ← norm_eq_sqrt_re_inner, hφ])
  -- antiunitarity and `T² = -1` make the overlap equal to its own negative
  have h := hT.inner_map φ (T φ)
  rw [hT.sq, inner_neg_right] at h
  have h10 : inner ℂ (T φ) φ = 0 := by linear_combination (-1 / 2 : ℂ) * h
  have h01 : inner ℂ φ (T φ) = 0 := inner_eq_zero_symm.1 h10
  refine ⟨Fin.forall_fin_two.2 ⟨hφ, hn⟩, ?_⟩
  intro i j hij
  fin_cases i <;> fin_cases j
  · exact absurd rfl hij
  · exact h01
  · exact h10
  · exact absurd rfl hij
```

For the norm of a combination, the proof moves the real equation into $\mathbb C$, writes the squared norm as an inner product and expands it. The facts `i00`, `i01` and `i10` supply the overlaps, and only $a\bar a+b\bar b$ survives.

```lean
/-- If `T` is antiunitary with `T² = -1` and `φ` is a unit vector, then the squared norm of
`a φ + b T φ` is `|a|² + |b|²`. -/
theorem norm_sq_combination {T : E →ₛₗ[starRingEnd ℂ] E} (hT : IsTimeReversal T)
    {φ : E} (hφ : ‖φ‖ = 1) (a b : ℂ) :
    ‖a • φ + b • T φ‖ ^ 2 = ‖a‖ ^ 2 + ‖b‖ ^ 2 := by
  have hO := kramersPair_orthonormal hT hφ
  have i00 : inner ℂ φ φ = 1 := by rw [inner_self_eq_norm_sq_to_K, hφ]; simp
  have i01 : inner ℂ φ (T φ) = 0 := hO.2 (show (0 : Fin 2) ≠ 1 by decide)
  have i10 : inner ℂ (T φ) φ = 0 := inner_eq_zero_symm.1 i01
  have hn : inner ℂ (a • φ + b • T φ) (a • φ + b • T φ)
      = ((‖a • φ + b • T φ‖ ^ 2 : ℝ) : ℂ) :=
    (inner_self_eq_norm_sq_to_K _).trans (Complex.ofReal_pow ‖a • φ + b • T φ‖ 2).symm
  apply Complex.ofReal_injective
  rw [← mul_star_add, ← hn]
  simp only [inner_add_left, inner_add_right, inner_smul_left, inner_smul_right,
    hT.inner_map, i00, i01, i10, starRingEnd_apply]
  ring
```

The rotated pair now follows. The formula for $T\psi$ comes from conjugate-linearity and $T^2=-1$. For orthonormality, the norm formula shows that $\psi$ is a unit vector, and the earlier theorem is applied to $\psi$ itself.

```lean
/-- Let `T` be antiunitary with `T² = -1`. If `φ` is a unit vector and `|a|² + |b|² = 1`, then
`ψ = a φ + b T φ` has the partner `T ψ = a* T φ - b* φ`, and `ψ` and `T ψ` are orthonormal. -/
theorem rotated_pair {T : E →ₛₗ[starRingEnd ℂ] E} (hT : IsTimeReversal T)
    {φ : E} (hφ : ‖φ‖ = 1) {a b : ℂ} (hab : ‖a‖ ^ 2 + ‖b‖ ^ 2 = 1) :
    T (a • φ + b • T φ) = star a • T φ - star b • φ ∧
      Orthonormal ℂ (kramersPair T (a • φ + b • T φ)) := by
  constructor
  · simp only [map_add, LinearMap.map_smulₛₗ, hT.sq, starRingEnd_apply, smul_neg,
      sub_eq_add_neg]
  · apply kramersPair_orthonormal hT
    have h := Real.sqrt_sq (norm_nonneg (a • φ + b • T φ))
    rw [norm_sq_combination hT hφ, hab, Real.sqrt_one] at h
    exact h.symm
```

## The SU(2) criterion in Lean

Membership in `Matrix.specialUnitaryGroup (Fin 2) ℂ` means that the matrix is unitary with determinant 1. The entries `U 0 0`, `U 0 1`, `U 1 0` and `U 1 1` are the $a,b,c,d$ of the derivation.

In the forward direction, `h00` and `h10` are the normalisation of the first row and the orthogonality of the rows. The two `linear_combination` calls carry out the computations of $c$ and $d$ shown above. The reverse direction checks the determinant and the four entries of $UU^\dagger$.

```lean
/-- A complex 2×2 matrix lies in SU(2) exactly when its rows are `(a, b)` and `(-b*, a*)`
with `|a|² + |b|² = 1`. -/
theorem mem_su2_iff (U : Matrix (Fin 2) (Fin 2) ℂ) :
    U ∈ Matrix.specialUnitaryGroup (Fin 2) ℂ ↔
      ‖U 0 0‖ ^ 2 + ‖U 0 1‖ ^ 2 = 1 ∧ U 1 0 = -star (U 0 1) ∧ U 1 1 = star (U 0 0) := by
  have n01 : (0 : Fin 2) ≠ 1 := by decide
  rw [Matrix.mem_specialUnitaryGroup_iff, Matrix.mem_unitaryGroup_iff, Matrix.det_fin_two]
  constructor
  · rintro ⟨hU, hdet⟩
    have h00 : (U * star U) 0 0 = (1 : Matrix (Fin 2) (Fin 2) ℂ) 0 0 := by rw [hU]
    have h10 : (U * star U) 1 0 = (1 : Matrix (Fin 2) (Fin 2) ℂ) 1 0 := by rw [hU]
    simp only [Matrix.mul_apply, Fin.sum_univ_two, Matrix.star_apply,
      Matrix.one_apply_eq, Matrix.one_apply_ne n01.symm] at h00 h10
    refine ⟨?_, ?_, ?_⟩
    · apply Complex.ofReal_injective
      rw [← mul_star_add, h00, Complex.ofReal_one]
    · linear_combination U 0 0 * h10 - star (U 0 1) * hdet - U 1 0 * h00
    · linear_combination star (U 0 0) * hdet + U 0 1 * h10 - U 1 1 * h00
  · rintro ⟨hn, hc, hd⟩
    have h := mul_star_add (U 0 0) (U 0 1)
    rw [hn, Complex.ofReal_one] at h
    refine ⟨?_, by rw [hc, hd]; linear_combination h⟩
    apply Matrix.ext
    simp only [Fin.forall_fin_two, Matrix.mul_apply, Fin.sum_univ_two, Matrix.star_apply,
      Matrix.one_apply_eq, Matrix.one_apply_ne n01, Matrix.one_apply_ne n01.symm,
      hc, hd, star_neg, star_star]
    refine ⟨⟨?_, ?_⟩, ⟨?_, ?_⟩⟩
    · linear_combination h
    · ring
    · ring
    · linear_combination h
```

The main theorem reads as follows: for a unit vector $\varphi$, there is a unit vector $\psi$ whose pair satisfies $\psi_i=\sum_j U_{ij}\varphi_j$ for $i=0,1$ if and only if $U\in$ SU(2), where $\psi_0=\psi$, $\psi_1=T\psi$, $\varphi_0=\varphi$ and $\varphi_1=T\varphi$. The matrix thus acts on the list of vectors; a program that stores spinors as columns and multiplies from the right uses its transpose.

From left to right, `hn` is the normalisation of the amplitudes. Taking inner products of the two expressions for $T\psi$ with $\varphi$ and with $T\varphi$ produces `c0` and `c1`, which fix the second row. From right to left, the first row of $U$ defines $\psi$, and `rotated_pair` supplies its norm and its partner.

```lean
/-- Let `T` be antiunitary with `T² = -1`, and let `φ` be a unit vector. A complex 2×2 matrix
carries the Kramers pair `(φ, T φ)` to a Kramers pair `(ψ, T ψ)` with `ψ` normalised if and only if
the matrix lies in SU(2). -/
theorem kramersPair_rotation_iff {T : E →ₛₗ[starRingEnd ℂ] E} (hT : IsTimeReversal T)
    {φ : E} (hφ : ‖φ‖ = 1) (U : Matrix (Fin 2) (Fin 2) ℂ) :
    (∃ ψ, ‖ψ‖ = 1 ∧ ∀ i, kramersPair T ψ i = ∑ j, U i j • kramersPair T φ j) ↔
      U ∈ Matrix.specialUnitaryGroup (Fin 2) ℂ := by
  rw [mem_su2_iff]
  constructor
  · rintro ⟨ψ, hψ, h⟩
    simp only [Fin.sum_univ_two] at h
    have h0 : ψ = U 0 0 • φ + U 0 1 • T φ := h 0
    have h1 : T ψ = U 1 0 • φ + U 1 1 • T φ := h 1
    have hn : ‖U 0 0‖ ^ 2 + ‖U 0 1‖ ^ 2 = 1 := by
      rw [← norm_sq_combination hT hφ, ← h0, hψ, one_pow]
    rw [h0, (rotated_pair hT hφ hn).1] at h1
    have i00 : inner ℂ φ φ = 1 := by rw [inner_self_eq_norm_sq_to_K, hφ]; simp
    have i01 : inner ℂ φ (T φ) = 0 :=
      (kramersPair_orthonormal hT hφ).2 (show (0 : Fin 2) ≠ 1 by decide)
    have i10 : inner ℂ (T φ) φ = 0 := inner_eq_zero_symm.1 i01
    -- compare the components along `φ` and along `T φ`
    have c0 := congrArg (fun x => inner ℂ φ x) h1
    have c1 := congrArg (fun x => inner ℂ (T φ) x) h1
    simp only [inner_add_right, inner_sub_right, inner_smul_right, hT.inner_map,
      i00, i01, i10] at c0 c1
    exact ⟨hn, by linear_combination -c0, by linear_combination -c1⟩
  · rintro ⟨hn, hc, hd⟩
    have hR := rotated_pair hT hφ hn
    refine ⟨U 0 0 • φ + U 0 1 • T φ, hR.2.1 0, ?_⟩
    simp only [Fin.sum_univ_two]
    refine Fin.forall_fin_two.2 ⟨rfl, ?_⟩
    change T (U 0 0 • φ + U 0 1 • T φ) = U 1 0 • φ + U 1 1 • T φ
    rw [hR.1, hc, hd]
    module
```

For a Kramers-restricted calculation this means that, within the plane of a single pair, the stored spinor is fixed only up to an SU(2) rotation of the pair. Mixing between different pairs is a larger freedom, which the theorem does not describe.

## Two Kramers pairs on $\mathbb C^4$

The concrete time reversal is the map $v\mapsto(-\bar v_2,-\bar v_3,\bar v_0,\bar v_1)$. Its additivity and conjugate-linearity are checked component by component.

```lean
/-- Time reversal on ℂ⁴ in a basis `(φ₁, φ₂, T φ₁, T φ₂)` of two Kramers pairs. -/
def spinorT : EuclideanSpace ℂ (Fin 4) →ₛₗ[starRingEnd ℂ] EuclideanSpace ℂ (Fin 4) where
  toFun v := !₂[-star (v 2), -star (v 3), star (v 0), star (v 1)]
  map_add' v w := by ext i; fin_cases i <;> simp [add_comm]
  map_smul' c v := by ext i; fin_cases i <;> simp
```

The next theorem confirms that this map satisfies `IsTimeReversal`, so the abstract results apply to it. Antiunitarity reduces to an identity between sums over four components, and $T^2=-1$ is checked component by component.

```lean
/-- The map `spinorT` on ℂ⁴ is antiunitary and squares to `-1`. -/
theorem isTimeReversal_witness : IsTimeReversal spinorT where
  inner_map x y := by
    simp [spinorT, PiLp.inner_apply, Fin.sum_univ_four]
    ring
  sq x := by ext i; fin_cases i <;> simp [spinorT]
```

The operator $K$ is called `kramersK`. Many texts use the letter $K$ for complex conjugation or for time reversal itself; here it is a linear, diagonal matrix. The word "projection" is meant as in spin projection: the eigenvalues are $\pm\tfrac12$, and $K$ is not idempotent.

```lean
/-- The operator of the Kramers projection `M_K`: `1/2` on `φ₁, φ₂` and `-1/2` on their
time-reversed partners. -/
def kramersK : Matrix (Fin 4) (Fin 4) ℂ := diagonal ![1 / 2, 1 / 2, -1 / 2, -1 / 2]
```

The Hamiltonian is the matrix of $H$ above. Its coupling strength is set to 1, which fixes the unit of energy.

```lean
/-- A Hamiltonian that couples `φ₁` to `T φ₂` and `φ₂` to `T φ₁`. -/
def pairCoupling : Matrix (Fin 4) (Fin 4) ℂ :=
  !![0, 0, 0, 1; 0, 0, -1, 0; 0, -1, 0, 0; 1, 0, 0, 0]
```

The last theorem has three parts: `pairCoupling` is Hermitian, it commutes with `spinorT` on every vector, and it does not commute with `kramersK`. The second part is stated vector by vector because time reversal is not a complex matrix; `toLp` and `ofLp` only convert between Euclidean vectors and plain tuples. The first two parts are checked by components. For the third, assumed commutation is evaluated at row 0 and column 3, where it would give $-\tfrac12=\tfrac12$.

```lean
/-- The Hamiltonian `pairCoupling` is Hermitian and commutes with time reversal, but it does
not commute with the Kramers projection. -/
theorem pairCoupling_not_commute :
    pairCoupling.IsHermitian ∧
    (∀ v, WithLp.toLp 2 (pairCoupling *ᵥ (spinorT v).ofLp)
      = spinorT (WithLp.toLp 2 (pairCoupling *ᵥ v.ofLp))) ∧
    pairCoupling * kramersK ≠ kramersK * pairCoupling := by
  refine ⟨Matrix.IsHermitian.ext fun i j => ?_, fun v => ?_, fun h => ?_⟩
  · fin_cases i <;> fin_cases j <;> simp [pairCoupling]
  · ext i
    fin_cases i <;>
      simp [pairCoupling, spinorT, Matrix.mulVec, dotProduct, Fin.sum_univ_four]
  · have h03 : (pairCoupling * kramersK) 0 3 = (kramersK * pairCoupling) 0 3 := by rw [h]
    rw [kramersK, Matrix.mul_diagonal, Matrix.diagonal_mul] at h03
    -- the two products have opposite entries between `φ₁` and `T φ₂`
    have h' : (1 : ℂ) * (-1 / 2) = 1 / 2 * 1 := h03
    norm_num at h'


end

end KramersPairs
```

In this one-particle, four-dimensional model, then, time-reversal symmetry does not separate the Hamiltonian into blocks of fixed $M_K$, and a program that sorts its basis by this label cannot drop the coupling between the blocks on the ground of time-reversal symmetry alone. The conclusion refers to the chosen labelling. If $T\varphi_2$ is taken as the first member of the second pair, its partner is $-\varphi_2$, and the same $H$ couples only states with equal new labels. That relabelling is itself an SU(2) rotation, with $a=0$ and $b=1$. More generally, when $T^2=-1$ the eigenvectors of any time-even Hermitian matrix can be chosen in Kramers pairs, and the $M_K$ defined by such a basis is conserved.

```lean
#print axioms KramersPairs.kramersPair_rotation_iff
-- 'KramersPairs.kramersPair_rotation_iff' depends on axioms: [propext, Classical.choice, Quot.sound]
#print axioms KramersPairs.pairCoupling_not_commute
-- 'KramersPairs.pairCoupling_not_commute' depends on axioms: [propext, Classical.choice, Quot.sound]
```
